# Charge conjugation of Dirac spinors commutes with SL(2,ℂ) and fixes a real four-dimensional space

## Spinors as pairs of complex two-vectors

A Dirac spinor is represented here by a pair $\psi=(\varphi,\chi)$ of vectors in $\mathbb C^2$, its two Weyl components in the chiral basis. The entries are ordinary complex numbers, and there is no dependence on position or time. This is the setting for the algebra of a spinor at one spacetime point, before any field equation or quantisation.

A matrix $A$ with $\det A=1$, that is, an element of $SL(2,\mathbb C)$, represents a rotation, a boost or a combination of them. It acts on the two components differently:

$$S(A)(\varphi,\chi)=(A\varphi,\,B\chi),\qquad B=(A^\dagger)^{-1}.$$

Let a bar denote entrywise complex conjugation, and let

$$\varepsilon=\begin{pmatrix}0&1\\-1&0\end{pmatrix}.$$

Charge conjugation is the map

$$C(\varphi,\chi)=(\varepsilon\bar\chi,\,-\varepsilon\bar\varphi).$$

In the chiral representation with $\gamma^2=\begin{pmatrix}0&\sigma_2\\-\sigma_2&0\end{pmatrix}$, where $\sigma_2$ is the second Pauli matrix, this is $i\gamma^2\bar\psi$, since $i\sigma_2=\varepsilon$. The definition fixes the overall phase, which is a matter of convention. A spinor with $C\psi=\psi$ is called a Majorana spinor.

In relativistic quantum mechanics, the covariance of $C$ means that the Majorana condition, imposed on such a constant complex-valued spinor, keeps its form under every rotation and boost.

## What the theorem says

The main theorem, `chargeConj_real_structure`, has four clauses:

- $C(z\psi)=\bar z\,C\psi$ for every complex number $z$.
- $C(C\psi)=\psi$ for every spinor.
- $C\,S(A)\psi=S(A)\,C\psi$ for every $A$ with $\det A=1$ and every spinor.
- The Majorana spinors form a real vector space of dimension four.

The type `DiracSpinor` is the product of two copies of `Fin 2 → ℂ`, so components carry the indices 0 and 1. The map `weylConj` sends $v$ to $\varepsilon\bar v$. The type of `chargeConj`, with the arrow `→ₛₗ[starRingEnd ℂ]`, says that the map is additive and conjugates scalars. The first clause of the theorem repeats the rule for scalars, while additivity is carried by the type.

The function `lorentz` is $S(A)$, with the actual matrix inverse of $A^\dagger$ in its second block. Membership of $SL(2,\mathbb C)$ enters as the hypothesis `A.det = 1`. The set `majorana` is a `Submodule ℝ DiracSpinor`, and `Module.finrank ℝ majorana` is its real dimension.

The statement concerns the algebra of $C$ and $S(A)$. It contains no electromagnetic coupling, so the reversal of electric charge that gives $C$ its name is not derived. Anticommuting fields, the Dirac equation, parity and time reversal are also absent, and the relation between $SL(2,\mathbb C)$ and Lorentz transformations of four-vectors is background physics.

## Two applications of C

The components of the conjugate Weyl spinor are

$$\varepsilon\bar v=(\bar v_1,\,-\bar v_0).$$

Because $\varepsilon$ is real and $\varepsilon^2=-1$, doing this twice gives

$$\varepsilon\,\overline{\varepsilon\bar v}=\varepsilon^2v=-v.$$

The relative minus sign in $C$ compensates for this:

$$C^2(\varphi,\chi)=\bigl(\varepsilon\,\overline{(-\varepsilon\bar\varphi)},\,-\varepsilon\,\overline{(\varepsilon\bar\chi)}\bigr)=(-\varepsilon^2\varphi,\,-\varepsilon^2\chi)=(\varphi,\chi).$$

Antilinearity is immediate, since conjugation is additive and turns $z$ into $\bar z$, while $\varepsilon$ acts linearly.

With equal signs the map would be $C'(\varphi,\chi)=(\varepsilon\bar\chi,\varepsilon\bar\varphi)$, whose square is $-1$. A spinor fixed by $C'$ would satisfy $\psi=C'^2\psi=-\psi$, and so it would be zero.

## Commutation with rotations and boosts

Write the entries of $A$ as $A_{ij}$ with $i,j\in\{0,1\}$. The determinant of $A^\dagger$ is $\overline{\det A}=1$, so the inverse formula for two-by-two matrices gives

$$B=(A^\dagger)^{-1}=\begin{pmatrix}\bar A_{11}&-\bar A_{10}\\-\bar A_{01}&\bar A_{00}\end{pmatrix}.$$

Multiplication by $\varepsilon$ on either side then shows that

$$\varepsilon\bar A=\begin{pmatrix}\bar A_{10}&\bar A_{11}\\-\bar A_{00}&-\bar A_{01}\end{pmatrix}=B\varepsilon.$$

The conjugate of this identity is $\varepsilon A=\bar B\varepsilon$. Multiplying it by $\varepsilon$ from the left and from the right, and using $\varepsilon^2=-1$, gives $A\varepsilon=\varepsilon\bar B$. The two identities yield

$$\begin{aligned}
C\,S(A)(\varphi,\chi)&=(\varepsilon\bar B\bar\chi,\,-\varepsilon\bar A\bar\varphi)\\
&=(A\varepsilon\bar\chi,\,-B\varepsilon\bar\varphi)\\
&=S(A)\,C(\varphi,\chi).
\end{aligned}$$

## Majorana spinors from one Weyl spinor

The condition $C\psi=\psi$ consists of the two equations

$$\varphi=\varepsilon\bar\chi,\qquad \chi=-\varepsilon\bar\varphi.$$

The second implies the first, because $\varepsilon\,\overline{(-\varepsilon\bar\varphi)}=-\varepsilon^2\varphi=\varphi$. The Majorana spinors are therefore exactly the pairs

$$(\varphi,\,-\varepsilon\bar\varphi),\qquad \varphi\in\mathbb C^2.$$

The map $\varphi\mapsto(\varphi,-\varepsilon\bar\varphi)$ is additive and respects real multiples, and its inverse reads off the first component. The space of Majorana spinors thus has the real dimension of $\mathbb C^2$, which is four. It is not a complex subspace: if $C\psi=\psi$, then $C(i\psi)=-i\psi$.

This parametrisation respects Lorentz transformations. From $B\varepsilon=\varepsilon\bar A$,

$$S(A)(\varphi,-\varepsilon\bar\varphi)=(A\varphi,\,-\varepsilon\,\overline{A\varphi}),$$

so a Majorana spinor transforms as the single Weyl spinor from which it is built.

Every Dirac spinor also splits into two Majorana spinors, $\psi=M_1+iM_2$, with

$$M_1=\tfrac12(\psi+C\psi),\qquad M_2=-\tfrac i2(\psi-C\psi).$$

Both parts are fixed by $C$. For the second,

$$CM_2=\tfrac i2(C\psi-\psi)=M_2.$$

Their combination is $M_1+iM_2=\tfrac12(\psi+C\psi)+\tfrac12(\psi-C\psi)=\psi$. For uniqueness, suppose that $\psi=a+ib$ with $a$ and $b$ Majorana. Then $C\psi=a-ib$, and adding and subtracting the two equations returns the formulas for $M_1$ and $M_2$.

## The Lean file

```lean
import Mathlib

open Matrix Complex

namespace DiracChargeConjugation

noncomputable section

/-- A Dirac spinor in the chiral basis: a pair of two-component Weyl spinors. -/
abbrev DiracSpinor := (Fin 2 → ℂ) × (Fin 2 → ℂ)

/-- The antisymmetric spinor metric. -/
def eps : Matrix (Fin 2) (Fin 2) ℂ := !![0, 1; -1, 0]

/-- The conjugate Weyl spinor: complex conjugation followed by the spinor metric. -/
def weylConj (v : Fin 2 → ℂ) : Fin 2 → ℂ := eps *ᵥ star v

/-- The action of a matrix `A` on Dirac spinors by the block matrix `diag(A, (A†)⁻¹)`. -/
def lorentz (A : Matrix (Fin 2) (Fin 2) ℂ) (ψ : DiracSpinor) : DiracSpinor :=
  (A *ᵥ ψ.1, (Aᴴ)⁻¹ *ᵥ ψ.2)

/-- Upper component of the conjugate Weyl spinor. -/
theorem weylConj_zero (v : Fin 2 → ℂ) : weylConj v 0 = starRingEnd ℂ (v 1) := by
  simp [weylConj, eps, Matrix.mulVec, dotProduct, Fin.sum_univ_two]

/-- Lower component of the conjugate Weyl spinor. -/
theorem weylConj_one (v : Fin 2 → ℂ) : weylConj v 1 = -starRingEnd ℂ (v 0) := by
  simp [weylConj, eps, Matrix.mulVec, dotProduct, Fin.sum_univ_two]

/-- Two Dirac spinors with the same four components are equal. -/
theorem spinor_ext {ψ ξ : DiracSpinor} (h0 : ψ.1 0 = ξ.1 0) (h1 : ψ.1 1 = ξ.1 1)
    (h2 : ψ.2 0 = ξ.2 0) (h3 : ψ.2 1 = ξ.2 1) : ψ = ξ :=
  Prod.ext (funext (Fin.forall_fin_two.2 ⟨h0, h1⟩)) (funext (Fin.forall_fin_two.2 ⟨h2, h3⟩))

/-- Charge conjugation `C(φ, χ) = (ε conj χ, -ε conj φ)` as an antilinear map. -/
def chargeConj : DiracSpinor →ₛₗ[starRingEnd ℂ] DiracSpinor where
  toFun ψ := (weylConj ψ.2, -weylConj ψ.1)
  map_add' ψ ξ := by
    refine spinor_ext ?_ ?_ ?_ ?_ <;> simp [weylConj_zero, weylConj_one] <;> ring
  map_smul' z ψ := by
    refine spinor_ext ?_ ?_ ?_ ?_ <;> simp [weylConj_zero, weylConj_one]

/-- Charge conjugation applied twice returns the original spinor. -/
theorem chargeConj_chargeConj (ψ : DiracSpinor) : chargeConj (chargeConj ψ) = ψ := by
  refine spinor_ext ?_ ?_ ?_ ?_ <;> simp [chargeConj, weylConj_zero, weylConj_one]

/-- The matrix `(A†)⁻¹` written out in the entries of a matrix `A` of determinant one. -/
theorem inv_conjTranspose {A : Matrix (Fin 2) (Fin 2) ℂ} (hA : A.det = 1) :
    (Aᴴ)⁻¹ = !![starRingEnd ℂ (A 1 1), -starRingEnd ℂ (A 1 0);
      -starRingEnd ℂ (A 0 1), starRingEnd ℂ (A 0 0)] := by
  rw [Matrix.det_fin_two] at hA
  have h := congrArg (starRingEnd ℂ) hA
  simp only [map_sub, map_mul, map_one] at h
  apply Matrix.inv_eq_right_inv
  ext i j
  fin_cases i <;> fin_cases j <;> simp [Matrix.mul_apply, Fin.sum_univ_two] <;>
    first | linear_combination h | ring

/-- Charge conjugation commutes with `diag(A, (A†)⁻¹)` for every `A` in SL(2,ℂ). -/
theorem chargeConj_lorentz {A : Matrix (Fin 2) (Fin 2) ℂ} (hA : A.det = 1)
    (ψ : DiracSpinor) : chargeConj (lorentz A ψ) = lorentz A (chargeConj ψ) := by
  refine spinor_ext ?_ ?_ ?_ ?_ <;>
    simp [chargeConj, lorentz, inv_conjTranspose hA, weylConj_zero, weylConj_one,
      dotProduct, Fin.sum_univ_two] <;> ring

/-- The real vector space of Majorana spinors: those fixed by charge conjugation. -/
def majorana : Submodule ℝ DiracSpinor where
  carrier := {ψ | chargeConj ψ = ψ}
  zero_mem' := map_zero chargeConj
  add_mem' {ψ ξ} hψ hξ := by
    change chargeConj ψ = ψ at hψ
    change chargeConj ξ = ξ at hξ
    change chargeConj (ψ + ξ) = ψ + ξ
    rw [map_add, hψ, hξ]
  smul_mem' r ψ hψ := by
    change chargeConj ψ = ψ at hψ
    change chargeConj (r • ψ) = r • ψ
    have h : r • ψ = (r : ℂ) • ψ := by
      refine spinor_ext ?_ ?_ ?_ ?_ <;> simp
    rw [h, map_smulₛₗ, hψ, Complex.conj_ofReal]

/-- The Dirac spinor `(φ, -ε conj φ)` built from one Weyl spinor `φ`. -/
def ofWeyl (φ : Fin 2 → ℂ) : DiracSpinor := (φ, -weylConj φ)

/-- Weyl spinors and Majorana spinors are isomorphic as real vector spaces. -/
def majoranaEquiv : (Fin 2 → ℂ) ≃ₗ[ℝ] majorana where
  toFun φ := ⟨ofWeyl φ, by
    change chargeConj (ofWeyl φ) = ofWeyl φ
    refine spinor_ext ?_ ?_ ?_ ?_ <;>
      simp [chargeConj, ofWeyl, weylConj_zero, weylConj_one]⟩
  map_add' φ χ := by
    apply Subtype.ext
    change ofWeyl (φ + χ) = ofWeyl φ + ofWeyl χ
    refine spinor_ext ?_ ?_ ?_ ?_ <;> simp [ofWeyl, weylConj_zero, weylConj_one]
    ring
  map_smul' r φ := by
    apply Subtype.ext
    change ofWeyl (r • φ) = r • ofWeyl φ
    refine spinor_ext ?_ ?_ ?_ ?_ <;> simp [ofWeyl, weylConj_zero, weylConj_one]
  invFun ψ := ψ.1.1
  left_inv _ := rfl
  right_inv ψ := by
    have h : chargeConj ψ.1 = ψ.1 := ψ.2
    have h2 := congrArg Prod.snd h
    exact Subtype.ext (Prod.ext rfl h2)

/-- Transforming the Weyl spinor `φ` by `A` in SL(2,ℂ) transforms the Dirac spinor
`(φ, -ε conj φ)` by `diag(A, (A†)⁻¹)`. -/
theorem lorentz_ofWeyl {A : Matrix (Fin 2) (Fin 2) ℂ} (hA : A.det = 1) (φ : Fin 2 → ℂ) :
    lorentz A (ofWeyl φ) = ofWeyl (A *ᵥ φ) := by
  refine spinor_ext ?_ ?_ ?_ ?_ <;>
    simp [ofWeyl, lorentz, inv_conjTranspose hA, weylConj_zero, weylConj_one,
      dotProduct, Fin.sum_univ_two]
  ring

/-- Charge conjugation is an antilinear involution, commutes with `diag(A, (A†)⁻¹)` for all
`A` in SL(2,ℂ), and its fixed spinors form a real vector space of dimension four. -/
theorem chargeConj_real_structure :
    (∀ (z : ℂ) (ψ : DiracSpinor), chargeConj (z • ψ) = starRingEnd ℂ z • chargeConj ψ) ∧
    (∀ ψ, chargeConj (chargeConj ψ) = ψ) ∧
    (∀ A : Matrix (Fin 2) (Fin 2) ℂ, A.det = 1 →
      ∀ ψ, chargeConj (lorentz A ψ) = lorentz A (chargeConj ψ)) ∧
    Module.finrank ℝ majorana = 4 := by
  refine ⟨fun z ψ => map_smulₛₗ chargeConj z ψ, chargeConj_chargeConj,
    fun A hA => chargeConj_lorentz hA, ?_⟩
  -- count real dimensions on the side of the Weyl spinors
  rw [← majoranaEquiv.finrank_eq]
  simp [Module.finrank_pi_fintype, Complex.finrank_real_complex]

/-- Every Dirac spinor is `M₁ + i M₂` for exactly one pair of Majorana spinors. -/
theorem existsUnique_majorana_pair (ψ : DiracSpinor) :
    ∃! p : DiracSpinor × DiracSpinor,
      p.1 ∈ majorana ∧ p.2 ∈ majorana ∧ ψ = p.1 + I • p.2 := by
  have hI : I * (-I / 2) = 1 / 2 := by linear_combination (-1 / 2 : ℂ) * Complex.I_mul_I
  have hI' : (-I / 2) * (2 * I) = 1 := by linear_combination (-1 : ℂ) * Complex.I_mul_I
  have htwo : starRingEnd ℂ (2 : ℂ) = 2 := by
    apply Complex.ext <;> simp
  -- both parts are fixed by C; the factor -i/2 turns the C-odd ψ - Cψ into a fixed spinor
  refine ⟨((1 / 2 : ℂ) • (ψ + chargeConj ψ), (-I / 2) • (ψ - chargeConj ψ)),
    ⟨?_, ?_, ?_⟩, ?_⟩
  · change chargeConj ((1 / 2 : ℂ) • (ψ + chargeConj ψ)) = (1 / 2 : ℂ) • (ψ + chargeConj ψ)
    have hc : starRingEnd ℂ (1 / 2 : ℂ) = 1 / 2 := by
      rw [map_div₀, map_one, htwo]
    rw [map_smulₛₗ, map_add, chargeConj_chargeConj, hc, add_comm]
  · change chargeConj ((-I / 2) • (ψ - chargeConj ψ)) = (-I / 2) • (ψ - chargeConj ψ)
    have hc : starRingEnd ℂ (-I / 2) = I / 2 := by
      rw [map_div₀, map_neg, Complex.conj_I, htwo, neg_neg]
    rw [map_smulₛₗ, map_sub, chargeConj_chargeConj, hc]
    module
  · change ψ = (1 / 2 : ℂ) • (ψ + chargeConj ψ) + I • ((-I / 2) • (ψ - chargeConj ψ))
    rw [smul_smul, hI]
    module
  · rintro ⟨a, b⟩ ⟨ha, hb, hab⟩
    change chargeConj a = a at ha
    change chargeConj b = b at hb
    change ψ = a + I • b at hab
    have hC : chargeConj ψ = a - I • b := by
      rw [hab, map_add, map_smulₛₗ, ha, hb, Complex.conj_I]
      module
    have hd : ψ - chargeConj ψ = (2 * I) • b := by
      rw [hC, hab]
      module
    refine Prod.ext ?_ ?_
    · change a = (1 / 2 : ℂ) • (ψ + chargeConj ψ)
      rw [hC, hab]
      module
    · change b = (-I / 2) • (ψ - chargeConj ψ)
      rw [hd, smul_smul, hI', one_smul]

/-- With equal signs in the two blocks, the map `(φ, χ) ↦ (ε conj χ, ε conj φ)` fixes no
spinor except zero. -/
theorem equal_signs_fixed_eq_zero (ψ : DiracSpinor)
    (h : (weylConj ψ.2, weylConj ψ.1) = ψ) : ψ = 0 := by
  have hsq : ∀ v, weylConj (weylConj v) = -v := fun v =>
    funext (Fin.forall_fin_two.2
      ⟨by simp [weylConj_zero, weylConj_one], by simp [weylConj_zero, weylConj_one]⟩)
  have h1 : weylConj ψ.2 = ψ.1 := congrArg Prod.fst h
  have h2 : weylConj ψ.1 = ψ.2 := congrArg Prod.snd h
  -- each Weyl component equals its own negative
  have e1 : -ψ.1 = ψ.1 := by rw [← hsq, h2, h1]
  have e2 : -ψ.2 = ψ.2 := by rw [← hsq, h1, h2]
  have hz : ∀ v : Fin 2 → ℂ, -v = v → v = 0 := by
    intro v hv
    funext i
    have hi : -v i = v i := congrFun hv i
    change v i = 0
    linear_combination (-1 / 2 : ℂ) * hi
  exact Prod.ext (hz _ e1) (hz _ e2)

end

end DiracChargeConjugation
```

```lean
#print axioms DiracChargeConjugation.lorentz_ofWeyl
#print axioms DiracChargeConjugation.chargeConj_real_structure
#print axioms DiracChargeConjugation.existsUnique_majorana_pair
#print axioms DiracChargeConjugation.equal_signs_fixed_eq_zero
```

```
'DiracChargeConjugation.lorentz_ofWeyl' depends on axioms: [propext, Classical.choice, Quot.sound]
'DiracChargeConjugation.chargeConj_real_structure' depends on axioms: [propext, Classical.choice, Quot.sound]
'DiracChargeConjugation.existsUnique_majorana_pair' depends on axioms: [propext, Classical.choice, Quot.sound]
'DiracChargeConjugation.equal_signs_fixed_eq_zero' depends on axioms: [propext, Classical.choice, Quot.sound]
```

## Component calculations in the proof

The lemmas `weylConj_zero` and `weylConj_one` give the two entries of $\varepsilon\bar v$. The lemma `spinor_ext` reduces an equation between Dirac spinors to four equations between complex numbers. Several of the later proofs apply it, insert the component formulas with `simp`, and leave any remaining polynomial identity to `ring`. Antilinearity, inside the definition of `chargeConj`, and the involution `chargeConj_chargeConj` are obtained in this way.

The lemma `inv_conjTranspose` supplies the explicit matrix $B$. It conjugates the equation $\det A=1$ and then uses `Matrix.inv_eq_right_inv`: a matrix whose product with $A^\dagger$ from the right is the identity must be the inverse. Of the four entries of that product, the diagonal ones need the conjugated determinant equation, which enters through `linear_combination h`. The off-diagonal ones cancel algebraically.

With $B$ known, `chargeConj_lorentz` compares the four components of $C\,S(A)\psi$ and $S(A)\,C\psi$. This replaces the matrix identities $\varepsilon\bar A=B\varepsilon$ and $A\varepsilon=\varepsilon\bar B$ by their entries. The proof of `lorentz_ofWeyl` does the same for the transformation of $(\varphi,-\varepsilon\bar\varphi)$.

## The dimension count and the splitting

The definition of `majorana` includes the proof that fixed spinors are closed under addition and real multiples. For the latter, a real multiple is rewritten as a complex multiple by a real number, which conjugation leaves unchanged.

The equivalence `majoranaEquiv` is the map $\varphi\mapsto(\varphi,-\varepsilon\bar\varphi)$ together with its inverse. Recovering $\varphi$ from the pair holds by definition. In the other direction, `right_inv` takes the second component of $C\psi=\psi$, which is the equation $\chi=-\varepsilon\bar\varphi$. The main theorem then carries the dimension over to `Fin 2 → ℂ` with `majoranaEquiv.finrank_eq`, where two complex components contribute two real dimensions each. Its other three clauses come from the earlier results.

In `existsUnique_majorana_pair`, the proposed pair is $(M_1,M_2)$ as above. The first three bullets verify that $M_1$ is Majorana, that $M_2$ is Majorana, and that they combine to $\psi$. The last bullet proves uniqueness: `hC` is the equation $C\psi=a-ib$, and `hd` is the difference $\psi-C\psi=2ib$. The tactic `module` performs the linear algebra with scalar coefficients.

Finally, `equal_signs_fixed_eq_zero` treats the map $C'$. Its step `hsq` is $\varepsilon\,\overline{\varepsilon\bar v}=-v$. Substituting the two fixed-point equations into each other shows that each Weyl component equals its own negative, and `hz` concludes that it vanishes.
